# The difference of the two lowest normalised eigenstates of a diagonal Hamiltonian with energies 1, 4, 9, … has Rayleigh quotient 5/2

In the Hilbert space of square-summable real sequences, take the diagonal Hamiltonian whose unit basis states, numbered n = 0, 1, 2, …, have energies (n+1)² in dimensionless units. Subtract basis state 1, of energy 4, from basis state 0, of energy 1. The theorem `two_level_trial` states that this vector lies in the trial space of sequences with finitely many nonzero amplitudes summing to zero, and that its Rayleigh quotient is 5/2. The difference itself is unnormalised: its energy form is 1 + 4 = 5 and its squared norm is 2. The proof takes membership from an earlier result, shows that the amplitudes vanish from n = 2 onwards, and so reduces the infinite sums for the energy and the squared norm to two terms each.

This version doesn't compile in Lean 4 with Mathlib:

```lean
import Mathlib

open Filter Topology

namespace TwoLevelTrial

noncomputable section

/-- The Hilbert space of square-summable real sequences. -/
abbrev L2 := lp (fun _ : ℕ => ℝ) 2

/-- The basis state with amplitude one on level `i` and zero elsewhere. -/
def ket (i : ℕ) : L2 := lp.single 2 i (1 : ℝ)

/-- The energy form of the diagonal Hamiltonian with levels `(n+1)²`,
for states of finite energy. -/
def energy (x : L2) : ℝ := ∑' n : ℕ, ((n : ℝ) + 1) ^ 2 * x n ^ 2

/-- The Rayleigh quotient, energy over squared norm, for nonzero states of finite energy. -/
def rayleigh (x : L2) : ℝ := energy x / ‖x‖ ^ 2

/-- The trial space: sequences with finitely many nonzero amplitudes, whose sum is zero. -/
def trialSpace : Submodule ℝ L2 where
  carrier := {x | ∃ N : ℕ, ∀ M ≥ N, x M = 0 ∧ ∑ n ∈ Finset.range M, x n = 0}
  zero_mem' := ⟨0, fun M _ => by simp⟩
  add_mem' := by
    rintro x y ⟨A, hA⟩ ⟨B, hB⟩
    refine ⟨max A B, fun M hM => ?_⟩
    obtain ⟨a, b⟩ := hA M (le_trans (le_max_left A B) hM)
    obtain ⟨c, d⟩ := hB M (le_trans (le_max_right A B) hM)
    constructor
    · simp [a, c]
    · change ∑ n ∈ Finset.range M, (x n + y n) = 0
      rw [Finset.sum_add_distrib, b, d, add_zero]
  smul_mem' := by
    rintro c x ⟨A, hA⟩
    refine ⟨A, fun M hM => ?_⟩
    obtain ⟨a, b⟩ := hA M hM
    constructor
    · simp [a]
    · simp [← Finset.mul_sum, b]

lemma ket_apply (i n : ℕ) : ket i n = if n = i then (1 : ℝ) else 0 := by
  simp [ket, lp.single_apply, Pi.single_apply]

lemma norm_sq_eq (x : L2) : ‖x‖ ^ 2 = ∑' n : ℕ, x n ^ 2 := by
  have h := lp.norm_rpow_eq_tsum (by norm_num : 0 < (2 : ENNReal).toReal) x
  simpa using h

/-- The difference of any two basis states lies in the trial space. -/
theorem ket_sub_mem (i j : ℕ) : ket i - ket j ∈ trialSpace := by
  change ∃ N : ℕ, ∀ M ≥ N, (ket i - ket j : L2) M = 0 ∧
    ∑ n ∈ Finset.range M, (ket i - ket j : L2) n = 0
  refine ⟨max i j + 1, fun M hM => ?_⟩
  have hi : i < M := by omega
  have hj : j < M := by omega
  constructor
  · simp [ket_apply, hi.ne', hj.ne']
  · simp only [lp.coeFn_sub, Pi.sub_apply, ket_apply, Finset.sum_sub_distrib,
      Finset.sum_ite_eq', Finset.mem_range, hi, hj, if_true, sub_self]

/-- The difference of the two lowest basis states is a trial vector with
Rayleigh quotient 5/2. -/
theorem two_level_trial :
    ket 0 - ket 1 ∈ trialSpace ∧ rayleigh (ket 0 - ket 1) = 5 / 2 := by
  refine ⟨ket_sub_mem 0 1, ?_⟩
  have hz : ∀ n ∉ Finset.range 2, (ket 0 - ket 1 : L2) n = 0 := by
    intro n hn
    have h : 2 ≤ n := by simpa using hn
    have h0 : n ≠ 0 := by omega
    have h1 : n ≠ 1 := by omega
    simp [ket_apply, h0, h1]
  have e1 : ∑' n : ℕ, (ket 0 - ket 1 : L2) n ^ 2 =
      ∑ n ∈ Finset.range 2, (ket 0 - ket 1 : L2) n ^ 2 :=
    tsum_eq_sum (fun n hn => by rw [hz n hn]; ring)
  have e2 : ∑' n : ℕ, ((n : ℝ) + 1) ^ 2 * (ket 0 - ket 1 : L2) n ^ 2 =
      ∑ n ∈ Finset.range 2, ((n : ℝ) + 1) ^ 2 * (ket 0 - ket 1 : L2) n ^ 2 :=
    tsum_eq_sum (fun n hn => by rw [hz n hn]; ring)
  rw [rayleigh, norm_sq_eq, energy, e1, e2]
  norm_num [Finset.sum_range_succ, ket_apply]

end

end TwoLevelTrial
```

The error:

```
Main.lean:69:25: error: Type mismatch: After simplification, term
  hn
 has type
  1 < n
but is expected to have type
  2 ≤ n
```

Lean accepts the file once it reads:

```diff
@@ -67,5 +67,5 @@
   have hz : ∀ n ∉ Finset.range 2, (ket 0 - ket 1 : L2) n = 0 := by
     intro n hn
-    have h : 2 ≤ n := by simpa using hn
+    have h : ¬ n < 2 := fun h => hn (Finset.mem_range.2 h)
     have h0 : n ≠ 0 := by omega
     have h1 : n ≠ 1 := by omega
```

Cause. The error arises in showing that the amplitudes vanish outside the first two basis states. There `hn` says that `n` is not in `Finset.range 2`, and the proof tries to get `2 ≤ n` from it with `simpa using hn`. The message shows that simplification turned `hn` into `1 < n`, while the expected type was `2 ≤ n`. For natural numbers these are equal by definition, but seeing it requires unfolding `<`. In its final comparison `simpa` unfolds only definitions marked reducible, so it reports a mismatch.

The repair states the bound as `¬ n < 2` and proves it without simplification. If `n < 2` held, `Finset.mem_range.2` would put `n` in the range, which `hn` denies. The proof therefore no longer depends on the form `simp` gives to the inequality. The two `omega` calls that follow can use `¬ n < 2` just as well to conclude that `n` is neither 0 nor 1, so they need no change.
